# Mean electron number in a weighted mixture of cation, neutral species and anion

A species with finitely many sites occurs as cation, neutral species and anion, with unnormalised weights `b/z`, `1` and `a z`, where `a`, `b` and `z` are positive. The site populations are `n - f`, `n` and `n + g`, and `f` and `g` each sum to one over the sites, so that the cation has one electron fewer than the neutral species and the anion one more. The lemma states that the mean electron number, the sum of the mean site populations, is the sum of `n` plus `(a z - b/z)` divided by the sum of the three weights. The proof first brings the mean population of each site into the form `n k` plus a correction, by clearing the denominator, and then sums over the sites.

In Lean, a first try:

```lean
import Mathlib

open Finset

namespace ElectronNumberEq

noncomputable section

variable {ι : Type*} {a b z : ℝ} {n f g : ι → ℝ}

/-- Sum of the weights `b/z`, `1`, `a z` of cation, neutral species and anion, for `z ≠ 0`. -/
def partitionSum (a b z : ℝ) : ℝ := b / z + 1 + a * z

/-- Mean population of site `k` when cation, neutral species and anion have the site
populations `n - f`, `n`, `n + g`; the domain is `a, b, z > 0`. -/
def population (a b : ℝ) (n f g : ι → ℝ) (z : ℝ) (k : ι) : ℝ :=
  ((n k - f k) * (b / z) + n k + (n k + g k) * (a * z)) / partitionSum a b z

/-- Mean electron number: the sum of the mean site populations, for `a, b, z > 0`. -/
def electronNumber [Fintype ι] (a b : ℝ) (n f g : ι → ℝ) (z : ℝ) : ℝ :=
  ∑ k, population a b n f g z k

/-- For positive `a`, `b`, `z` the sum of the weights is positive. -/
theorem partitionSum_pos (ha : 0 < a) (hb : 0 < b) (hz : 0 < z) :
    0 < partitionSum a b z := by
  unfold partitionSum
  positivity

variable [Fintype ι]

/-- For positive `a`, `b`, `z` and `f`, `g` of sum one, the mean electron number is that of the
neutral species plus the weight of the anion minus that of the cation, normalised. -/
theorem electronNumber_eq (ha : 0 < a) (hb : 0 < b) (hz : 0 < z)
    (hf : ∑ k, f k = 1) (hg : ∑ k, g k = 1) :
    electronNumber a b n f g z
      = ∑ k, n k + (a * z - b / z) / partitionSum a b z := by
  have hZ := (partitionSum_pos ha hb hz).ne'
  have hk : ∀ k, population a b n f g z k
      = n k + (g k * (a * z) - f k * (b / z)) / partitionSum a b z := by
    intro k
    unfold population
    rw [div_eq_iff hZ, add_mul, div_mul_cancel₀ _ hZ]
    unfold partitionSum
    ring
  simp only [electronNumber, hk, sum_add_distrib, ← sum_div, sum_sub_distrib,
    ← sum_mul, hf, hg, one_mul]

end

end ElectronNumberEq
```

Compiling this gives:

```
Main.lean:42:32: error: Tactic `rewrite` failed: Did not find an occurrence of the pattern
  ?m.125 / partitionSum a b z * partitionSum a b z
in the target expression
  (n k - f k) * (b / z) + n k + (n k * (a * z) + g k * (a * z)) =
    (n k + (g k * (a * z) - f k * (b / z)) / partitionSum a b z) * partitionSum a b z

ι : Type u_1
a b z : ℝ
n f g : ι → ℝ
inst✝ : Fintype ι
ha : 0 < a
hb : 0 < b
hz : 0 < z
hf : ∑ k, f k = 1
hg : ∑ k, g k = 1
hZ : partitionSum a b z ≠ 0
k : ι
⊢ (n k - f k) * (b / z) + n k + (n k * (a * z) + g k * (a * z)) =
    (n k + (g k * (a * z) - f k * (b / z)) / partitionSum a b z) * partitionSum a b z
```

Diagnosis. The error arises in the formula for a single site. After `div_eq_iff hZ` has cleared the denominator on the left, the right side is a sum multiplied by `partitionSum a b z`, and `add_mul` was meant to expand this product. Given without arguments, `add_mul` takes the first product of fitting form, which here is `(n k + g k) * (a * z)` on the left. The goal in the message shows that product expanded and the right side untouched. There the quotient is still inside the bracket, so `div_mul_cancel₀ _ hZ` finds no quotient by `partitionSum a b z` that is itself multiplied by `partitionSum a b z`, and the rewrite fails.

The repair gives `add_mul` its first summand, `n k`, and its factor, `partitionSum a b z`. The product on the left has the factor `a * z` and no longer fits, so the right side is expanded. This yields the term that `div_mul_cancel₀` needs, and `unfold` and `ring` then prove the remaining identity.

The mended proof, as a diff:

```diff
@@ -40,5 +40,5 @@
     intro k
     unfold population
-    rw [div_eq_iff hZ, add_mul, div_mul_cancel₀ _ hZ]
+    rw [div_eq_iff hZ, add_mul (n k) _ (partitionSum a b z), div_mul_cancel₀ _ hZ]
     unfold partitionSum
     ring
```
